# For a > 0, the average of c₀/r² + c₁/r + c₂ over the three-dimensional density of exp(−ar) is 2a²c₀ + ac₁ + c₂

The theorem `radialAverage_slater` concerns the spherically symmetric function exp(−ar) in three dimensions, with a > 0. If a radial quantity f equals c₀/r² + c₁/r + c₂ for every r > 0, its average over the squared function is 2a²c₀ + ac₁ + c₂; in particular 1/r averages to a and 1/r² to 2a². The function is not normalised, so the average is a quotient of two radial integrals, the lower one being the norm integral without its angular factor. The attempt computes both integrals from the moments n!/b^(n+1) of exp(−bt), taken at b = 2a, and then simplifies the quotient.

As first written in Lean, the proof fails:

```lean
import Mathlib

open MeasureTheory Set Filter Topology

namespace RadialAverageSlater

noncomputable section

/-- The exponential trial function `exp(-a r)`. -/
def slater (a r : ℝ) : ℝ := Real.exp (-a * r)

/-- The average of a radial quantity `f` over the density `ψ²` in three dimensions, for `ψ` of
finite non-zero norm and `f ψ² r²` integrable on the half-line `r > 0`. -/
def radialAverage (ψ f : ℝ → ℝ) : ℝ :=
  (∫ r in Ioi (0 : ℝ), f r * (ψ r ^ 2 * r ^ 2)) / ∫ r in Ioi (0 : ℝ), ψ r ^ 2 * r ^ 2

/-- For `b > 0` every moment of the weight `exp(-b t)` on the half-line converges, and the
`n`-th one is `n!/b^(n+1)`. -/
theorem exp_moment (n : ℕ) {b : ℝ} (hb : 0 < b) :
    IntegrableOn (fun t : ℝ => t ^ n * Real.exp (-(b * t))) (Ioi 0) ∧
    ∫ t in Ioi (0 : ℝ), t ^ n * Real.exp (-(b * t)) = (n.factorial : ℝ) / b ^ (n + 1) := by
  have hv : ∫ t in Ioi (0 : ℝ), t ^ n * Real.exp (-(b * t))
      = (n.factorial : ℝ) / b ^ (n + 1) := by
    have h := Real.integral_rpow_mul_exp_neg_mul_Ioi (a := (n : ℝ) + 1) (r := b)
      (by positivity) hb
    rw [Real.Gamma_nat_eq_factorial] at h
    simp only [add_sub_cancel_right, Real.rpow_natCast] at h
    have hn : (n : ℝ) + 1 = ((n + 1 : ℕ) : ℝ) := by push_cast; ring
    rw [h, hn, Real.rpow_natCast, one_div, inv_pow, div_eq_inv_mul]
  refine ⟨?_, hv⟩
  -- a divergent integral would have the value zero
  by_contra hi
  have h0 := hv.symm.trans (integral_undef hi)
  have hpos : 0 < (n.factorial : ℝ) / b ^ (n + 1) := by positivity
  exact hpos.ne' h0

/-- If `r² f(r) = c₀ + c₁ r + c₂ r²` for `r > 0`, then the average of `f` over the density of
`exp(-a r)` with `a > 0` is `2a² c₀ + a c₁ + c₂`. -/
theorem radialAverage_slater {a : ℝ} (ha : 0 < a) {f : ℝ → ℝ} (c₀ c₁ c₂ : ℝ)
    (hf : ∀ r, 0 < r → f r * r ^ 2 = c₀ + c₁ * r + c₂ * r ^ 2) :
    radialAverage (slater a) f = 2 * a ^ 2 * c₀ + a * c₁ + c₂ := by
  have hb : 0 < 2 * a := by positivity
  have hsq : ∀ r, slater a r ^ 2 = Real.exp (-(2 * a * r)) := by
    intro r
    rw [slater, sq, ← Real.exp_add]
    congr 1
    ring
  have h2 : ((Nat.factorial 2 : ℕ) : ℝ) = 2 := by norm_num [Nat.factorial]
  have hN : ∫ r in Ioi (0 : ℝ), slater a r ^ 2 * r ^ 2 = 2 / (2 * a) ^ 3 := by
    rw [← h2, ← (exp_moment 2 hb).2]
    refine setIntegral_congr_fun measurableSet_Ioi fun r _ => ?_
    simp only [hsq]
    ring
  -- the numerator is a combination of the three lowest moments
  have hM : ∫ r in Ioi (0 : ℝ), f r * (slater a r ^ 2 * r ^ 2)
      = c₀ / (2 * a) + c₁ / (2 * a) ^ 2 + c₂ * (2 / (2 * a) ^ 3) := by
    have e : ∫ r in Ioi (0 : ℝ), f r * (slater a r ^ 2 * r ^ 2)
        = ∫ r in Ioi (0 : ℝ), (c₀ * (r ^ 0 * Real.exp (-(2 * a * r)))
          + c₁ * (r ^ 1 * Real.exp (-(2 * a * r))) + c₂ * (r ^ 2 * Real.exp (-(2 * a * r)))) := by
      refine setIntegral_congr_fun measurableSet_Ioi fun r hr => ?_
      simp only [hsq]
      linear_combination Real.exp (-(2 * a * r)) * hf r hr
    have i0 := (exp_moment 0 hb).1.const_mul c₀
    have i1 := (exp_moment 1 hb).1.const_mul c₁
    have i2 := (exp_moment 2 hb).1.const_mul c₂
    have i01 : IntegrableOn (fun r : ℝ => c₀ * (r ^ 0 * Real.exp (-(2 * a * r)))
        + c₁ * (r ^ 1 * Real.exp (-(2 * a * r)))) (Ioi 0) := i0.add i1
    rw [e, integral_add i01 i2, integral_add i0 i1, integral_const_mul, integral_const_mul,
      integral_const_mul, (exp_moment 0 hb).2, (exp_moment 1 hb).2, (exp_moment 2 hb).2, h2,
      Nat.factorial_zero, Nat.factorial_one]
    push_cast
    ring
  rw [radialAverage, hN, hM]
  field_simp
  ring

end

end RadialAverageSlater
```

Compiling this gives:

```
Main.lean:50:14: error: Tactic `rewrite` failed: Did not find an occurrence of the pattern
  ↑(Nat.factorial 2) / (2 * a) ^ (2 + 1)
in the target expression
  ∫ (r : ℝ) in Ioi 0, slater a r ^ 2 * r ^ 2 = ↑(Nat.factorial 2) / (↑(Nat.factorial 2) * a) ^ 3

a : ℝ
ha : 0 < a
f : ℝ → ℝ
c₀ c₁ c₂ : ℝ
hf : ∀ (r : ℝ), 0 < r → f r * r ^ 2 = c₀ + c₁ * r + c₂ * r ^ 2
hb : 0 < 2 * a
hsq : ∀ (r : ℝ), slater a r ^ 2 = Real.exp (-(2 * a * r))
h2 : ↑(Nat.factorial 2) = 2
⊢ ∫ (r : ℝ) in Ioi 0, slater a r ^ 2 * r ^ 2 = ↑(Nat.factorial 2) / (↑(Nat.factorial 2) * a) ^ 3
Main.lean:75:2: error: No goals to be solved
```

Diagnosis. The first error comes from `rw [← h2]`. It was meant to turn the numerator 2 into `↑(Nat.factorial 2)`, the form in which `exp_moment` gives it, but `rw` replaces every instance of the pattern, and the real number 2 also stands in `2 * a`. The denominator became `(↑(Nat.factorial 2) * a) ^ 3`, so the next rewrite could not find the moment's value, whose denominator is still a power of `2 * a`.

The repair uses `h2` in the other direction, on a copy of the moment formula called `h3`, where it changes only the factorial. `Eq.trans ?_ h3` then joins this formula to the goal, Lean accepting the exponents `2 + 1` and `3` as equal by computation. What remains is the equality of the two integrals, which the old lines prove.

The second error, "No goals to be solved", means that `field_simp` had already finished the proof, leaving the last `ring` nothing to do. The repair deletes it.

After these edits no error is left:

```diff
@@ -48,5 +48,7 @@
   have h2 : ((Nat.factorial 2 : ℕ) : ℝ) = 2 := by norm_num [Nat.factorial]
   have hN : ∫ r in Ioi (0 : ℝ), slater a r ^ 2 * r ^ 2 = 2 / (2 * a) ^ 3 := by
-    rw [← h2, ← (exp_moment 2 hb).2]
+    have h3 := (exp_moment 2 hb).2
+    rw [h2] at h3
+    refine Eq.trans ?_ h3
     refine setIntegral_congr_fun measurableSet_Ioi fun r _ => ?_
     simp only [hsq]
@@ -73,5 +75,4 @@
   rw [radialAverage, hN, hM]
   field_simp
-  ring
 
 end
```
